# For weight n ≥ 1 and disorder s > 0, the EXAFS envelope kⁿ exp(−2s²k²) on k ≥ 0 is largest only at k = √n/(2s)

## Envelope, peak wavenumber and contrast

In EXAFS analysis the measured oscillation $\chi(k)$, a function of the photoelectron wavenumber $k$, is usually multiplied by a power $k^n$ before it is fitted. Disorder in the bond length damps the oscillation at high $k$, and the weight $k^n$ compensates for this. The question is which wavenumbers dominate the weighted signal, and how that region moves when the weight or the disorder changes.

For one coordination shell, let $s$ be the root-mean-square fluctuation of the absorber–scatterer distance. Textbooks usually write it as $\sigma$. If the fluctuation $\delta$ is Gaussian, averaging the phase factor $e^{2ik\delta}$ gives $e^{-(2k)^2s^2/2}=e^{-2s^2k^2}$. The weighted envelope is therefore

$$E_n(k)=k^n e^{-2s^2k^2}.$$

Two further quantities are used. The first is the wavenumber $p=\sqrt n/(2s)$, which turns out to be the position of the maximum. The second is the contrast $E_n(k_2)/E_n(k_1)$, which compares the envelope at two wavenumbers and serves here as the measure of emphasis.

In the file these are `envelope n s k`, `peak n s` and `contrast n s k₁ k₂`. The weight is a natural number, converted to a real number under the square root. Disorder and wavenumber are plain real numbers, so $s$ and $k$ must be given in reciprocal units, for example Å and Å⁻¹.

In Lean 4 with Mathlib:

```lean
import Mathlib

namespace EXAFSWeighting

noncomputable section

/-- The `k`-weighted EXAFS damping envelope `k ^ n * exp (-2 s² k²)` at photoelectron
wavenumber `k`, with weight `n` and root-mean-square disorder `s` of the bond length. -/
def envelope (n : ℕ) (s k : ℝ) : ℝ := k ^ n * Real.exp (-2 * s ^ 2 * k ^ 2)

/-- The wavenumber `√n / (2 s)`, defined for nonzero disorder `s`. -/
def peak (n : ℕ) (s : ℝ) : ℝ := Real.sqrt n / (2 * s)

/-- The ratio of the envelope at wavenumber `k₂` to the envelope at wavenumber `k₁`,
defined for `k₁ ≠ 0`. -/
def contrast (n : ℕ) (s k₁ k₂ : ℝ) : ℝ := envelope n s k₂ / envelope n s k₁
```

The step from this model to a measured spectrum is the assumption that the rest of the EXAFS amplitude does not vary with $k$. In a real spectrum the backscattering amplitude, the mean free path and the prefactor $1/k$ all do. If only the prefactor $1/k$ is restored, the exponent $n$ becomes $n-1$.

For a single shell with Gaussian disorder and an otherwise constant amplitude, the formula gives the $k$ region that a chosen exponent favours. With $s=0.1$ Å, the exponents $n=1,2,3$ put the maximum at about 5.0, 7.1 and 8.7 Å⁻¹. Once the prefactor $1/k$ is restored, these three values belong to data weighted by $k^2$, $k^3$ and $k^4$.

## Positive disorder gives the envelope a maximum

The hypothesis $s>0$ says that the bond length fluctuates. By hand it is used first to divide by $2s$. From $p=\sqrt n/(2s)$ we get $2sp=\sqrt n$, and squaring gives

$$4s^2p^2=n.$$

This is the stationarity condition that calculus would give, since $\frac{d}{dk}\ln E_n=n/k-4s^2k$ for $k>0$. The argument below uses the relation but no derivative.

The theorem `peak_sq` states this relation and needs only `s ≠ 0`. Its proof clears the denominator with `field_simp` and then squares, using $(\sqrt n)^2=n$.

```lean
/-- For nonzero disorder, the wavenumber `k = peak n s` satisfies `4 s² k² = n`. -/
theorem peak_sq (n : ℕ) {s : ℝ} (hs : s ≠ 0) : 4 * s ^ 2 * peak n s ^ 2 = n := by
  have h : 2 * s * peak n s = Real.sqrt n := by
    unfold peak
    field_simp
  calc 4 * s ^ 2 * peak n s ^ 2 = (2 * s * peak n s) ^ 2 := by ring
    _ = (n : ℝ) := by rw [h, Real.sq_sqrt (Nat.cast_nonneg n)]
```

At $s=0$ and $n\ge1$ the envelope is $k^n$, which grows without bound, so there is no maximum to locate. A negative $s$ has no meaning as a root-mean-square value. The envelope would not notice it, because it contains only $s^2$, but $\sqrt n/(2s)$ would then have the wrong sign.

## A weight of at least one moves the maximum away from zero

With the rest of the amplitude held constant, the hypothesis $n\ge1$ says that the data are in fact weighted. Once the prefactor $1/k$ is restored, it asks for data weighted by at least $k^2$. By hand, $n>0$ and $s>0$ together give $p>0$, which is the content of `peak_pos`.

```lean
/-- For positive weight and positive disorder, the wavenumber `peak n s` is positive. -/
theorem peak_pos {n : ℕ} {s : ℝ} (hn : 0 < n) (hs : 0 < s) : 0 < peak n s := by
  have hn' : (0 : ℝ) < n := Nat.cast_pos.mpr hn
  exact div_pos (Real.sqrt_pos.mpr hn') (by linarith)
```

Because $p$ is positive, we may measure wavenumbers in units of it. Put $t=(k/p)^2$, so that $k^2=p^2t$. The stationarity relation then gives $4s^2k^2=4s^2p^2t=nt$. Squaring the envelope,

$$E_n(k)^2=(k^2)^n e^{-4s^2k^2}=(p^2t)^n e^{-nt}=(p^2)^n\,(t e^{-t})^n.$$

All dependence on $k$ now sits in the single function $te^{-t}$. The theorem `envelope_sq` is this identity for every real $k$. In its proof, `h2` is $p^2t=k^2$, `ht` is $nt=4s^2k^2$, and `h1` matches the two exponentials. The final `calc` block follows the displayed line from left to right.

```lean
/-- For positive weight and disorder, the squared envelope is a constant times the `n`-th power
of `t * exp (-t)`, where `t = (k / peak n s)²` is the reduced squared wavenumber. -/
theorem envelope_sq {n : ℕ} {s : ℝ} (hn : 0 < n) (hs : 0 < s) (k : ℝ) :
    envelope n s k ^ 2 =
      (peak n s ^ 2) ^ n * ((k / peak n s) ^ 2 * Real.exp (-(k / peak n s) ^ 2)) ^ n := by
  have hp : peak n s ≠ 0 := (peak_pos hn hs).ne'
  have h2 : peak n s ^ 2 * (k / peak n s) ^ 2 = k ^ 2 := by field_simp
  -- the Gaussian exponent in the reduced variable
  have ht : (n : ℝ) * (k / peak n s) ^ 2 = 4 * s ^ 2 * k ^ 2 := by
    rw [← h2, ← mul_assoc, peak_sq n hs.ne']
  have h1 : Real.exp (-(k / peak n s) ^ 2) ^ n = Real.exp (-2 * s ^ 2 * k ^ 2) ^ 2 := by
    rw [← Real.exp_nat_mul, ← Real.exp_nat_mul]
    congr 1
    push_cast
    linear_combination -ht
  calc envelope n s k ^ 2 = (k ^ 2) ^ n * Real.exp (-2 * s ^ 2 * k ^ 2) ^ 2 := by
        unfold envelope
        rw [mul_pow, ← pow_mul, ← pow_mul, mul_comm n 2]
    _ = (peak n s ^ 2 * (k / peak n s) ^ 2) ^ n * Real.exp (-(k / peak n s) ^ 2) ^ n := by
        rw [h1, h2]
    _ = _ := by rw [mul_pow, mul_pow, mul_assoc]
```

With $n=0$ the envelope is the bare Gaussian $e^{-2s^2k^2}$ and $p=0$. That point is still the only maximum on $k\ge0$, so what fails is the positivity of $p$, and with it the change of variable. The hypothesis enters once more below, when a strict inequality is raised to the power $n$: at $n=0$ both sides would become 1.

## Nonnegative wavenumbers make the maximum unique

It remains to find where $te^{-t}$ is largest. For every real $x\ne0$ we have $x+1<e^x$. With $x=t-1$ this reads $t<e^{t-1}$ whenever $t\ne1$. Multiplying by the positive number $e^{-t}$ gives

$$te^{-t}<e^{-1}\qquad(t\ne1).$$

The lemma `mul_exp_neg_lt` carries out these two steps, with `Real.add_one_lt_exp` supplying the inequality for $e^x$.

```lean
/-- The function `t * exp (-t)` is strictly below `exp (-1)` at every real `t ≠ 1`. -/
theorem mul_exp_neg_lt {t : ℝ} (ht : t ≠ 1) : t * Real.exp (-t) < Real.exp (-1) := by
  have h : t - 1 + 1 < Real.exp (t - 1) := Real.add_one_lt_exp (sub_ne_zero.mpr ht)
  calc t * Real.exp (-t) < Real.exp (t - 1) * Real.exp (-t) :=
        mul_lt_mul_of_pos_right (by linarith) (Real.exp_pos _)
    _ = Real.exp (-1) := by
        rw [← Real.exp_add]
        congr 1
        ring
```

At the peak, $t=1$ and $te^{-t}=e^{-1}$. The hypothesis $k\ge0$, which holds for the magnitude of a wavevector, is used to show that no other admissible point has $t=1$. If $(k/p)^2=1$, then $k^2=p^2$, and since neither $k$ nor $p$ is negative, $k=p$.

So for $k\ge0$ and $k\ne p$ we have $0\le te^{-t}<e^{-1}$. Raising to the power $n\ge1$ and multiplying by $(p^2)^n>0$ gives

$$E_n(k)^2<E_n(p)^2.$$

Both envelope values are nonnegative, hence $E_n(k)<E_n(p)$.

In words, `envelope_unique_max` says that for `1 ≤ n` and `0 < s` the wavenumber `peak n s` is positive, and that at every other nonnegative wavenumber the envelope is strictly smaller than it is there. This covers $k=0$ and all arbitrarily large $k$, so the maximum is global and is attained only once.

```lean
/-- For weight `n ≥ 1` and disorder `s > 0`, the envelope on `k ≥ 0` has its unique global
maximum at the positive wavenumber `√n / (2 s)`. -/
theorem envelope_unique_max {n : ℕ} {s : ℝ} (hn : 1 ≤ n) (hs : 0 < s) :
    0 < peak n s ∧
      ∀ k : ℝ, 0 ≤ k → k ≠ peak n s → envelope n s k < envelope n s (peak n s) := by
  have hp : 0 < peak n s := peak_pos hn hs
  refine ⟨hp, fun k hk hne => ?_⟩
  -- away from the peak the reduced variable differs from one
  have ht : (k / peak n s) ^ 2 ≠ 1 := by
    intro h
    rw [div_pow, div_eq_one_iff_eq (pow_ne_zero 2 hp.ne')] at h
    exact hne ((sq_eq_sq₀ hk hp.le).mp h)
  have hpos : 0 ≤ envelope n s (peak n s) := by
    unfold envelope
    positivity
  -- both values are nonnegative, so it suffices to compare squares
  refine lt_of_pow_lt_pow_left₀ 2 hpos ?_
  rw [envelope_sq hn hs k, envelope_sq hn hs (peak n s), div_self hp.ne', one_pow, one_mul]
  exact mul_lt_mul_of_pos_left
    (pow_lt_pow_left₀ (mul_exp_neg_lt ht) (by positivity) (by omega)) (by positivity)
```

The proof keeps the order of the argument by hand. The step `ht` shows $t\ne1$, and it is here that `hk`, the hypothesis $k\ge0$, is used through `sq_eq_sq₀`. The lemma `lt_of_pow_lt_pow_left₀` reduces the goal to a comparison of squares. Then `envelope_sq` rewrites both sides, and the last line combines the power and the positive prefactor.

If negative $k$ were admitted, uniqueness would fail for even $n$ at the one point $k=-p$, where the envelope has the same value as at $p$. For odd $n$ the envelope is negative for $k<0$ and the inequality would survive.

## Changing the weight or the disorder moves the peak

The next hypotheses compare two experiments or two choices of analysis. For weights $m<n$ at the same $s>0$, we have $\sqrt m<\sqrt n$, and division by $2s>0$ keeps the order:

$$\frac{\sqrt m}{2s}<\frac{\sqrt n}{2s}.$$

The theorem `peak_lt_of_weight_lt` is this statement. It allows $m=0$, where the lower peak lies at zero. The positivity of $s$ fixes the direction of the inequality, which a negative $s$ would reverse.

```lean
/-- At fixed positive disorder, a larger weight gives a larger `peak` wavenumber. -/
theorem peak_lt_of_weight_lt {m n : ℕ} {s : ℝ} (hmn : m < n) (hs : 0 < s) :
    peak m s < peak n s :=
  div_lt_div_of_pos_right
    (Real.sqrt_lt_sqrt (Nat.cast_nonneg m) (Nat.cast_lt.mpr hmn)) (by linarith)
```

For a fixed weight $n\ge1$ and disorders $0<s<s'$, as when a sample is heated and its bond-length fluctuations grow, the numerator $\sqrt n$ is positive and the denominator increases, so

$$\frac{\sqrt n}{2s'}<\frac{\sqrt n}{2s}.$$

In `peak_lt_of_disorder_lt` the hypothesis `hn` makes the numerator positive. With $n=0$ both peaks would lie at zero and the strict inequality would fail.

```lean
/-- At fixed weight `n ≥ 1`, raising the disorder from a positive value `s` to `s'` lowers
the `peak` wavenumber. -/
theorem peak_lt_of_disorder_lt {n : ℕ} {s s' : ℝ} (hn : 1 ≤ n) (hs : 0 < s) (h : s < s') :
    peak n s' < peak n s := by
  have hn' : (0 : ℝ) < n := Nat.cast_pos.mpr hn
  exact div_lt_div_of_pos_left (Real.sqrt_pos.mpr hn') (by linarith) (by linarith)
```

No relation between temperature and $s$ is part of the model. The theorem takes the increase of $s$ as given.

## Two ordered wavenumbers show the shift across the whole envelope

The position of a maximum says little about the rest of a curve. The last two theorems therefore compare the envelope at any two wavenumbers with $0<k_1<k_2$. Dividing the two values and collecting factors gives

$$\frac{E_n(k_2)}{E_n(k_1)}=\left(\frac{k_2}{k_1}\right)^n e^{-2s^2(k_2^2-k_1^2)}.$$

The weight appears only in the first factor and the disorder only in the second. The lemma `contrast_eq` proves this by splitting the quotient of products and combining the two exponentials.

```lean
/-- The contrast is the product of a power of the wavenumber ratio, set by the weight, and
a Gaussian factor, set by the disorder. -/
private theorem contrast_eq (n : ℕ) (s k₁ k₂ : ℝ) :
    contrast n s k₁ k₂ = (k₂ / k₁) ^ n * Real.exp (-2 * s ^ 2 * (k₂ ^ 2 - k₁ ^ 2)) := by
  unfold contrast envelope
  rw [mul_div_mul_comm, ← Real.exp_sub, div_pow]
  congr 2
  ring
```

Since $0<k_1<k_2$, the ratio $k_2/k_1$ exceeds 1, and its powers increase strictly with the exponent. The Gaussian factor is positive and common to both sides. Hence for $m<n$ the contrast with weight $n$ is larger, which is `contrast_lt_of_weight_lt`. No condition on $s$ is needed, since the common factor is positive for every real $s$.

```lean
/-- For any two wavenumbers `0 < k₁ < k₂`, a larger weight strictly raises the envelope at `k₂`
relative to that at `k₁`. -/
theorem contrast_lt_of_weight_lt {m n : ℕ} {k₁ k₂ : ℝ} (s : ℝ) (hmn : m < n)
    (h₁ : 0 < k₁) (h₂ : k₁ < k₂) : contrast m s k₁ k₂ < contrast n s k₁ k₂ := by
  rw [contrast_eq, contrast_eq]
  exact mul_lt_mul_of_pos_right
    (pow_lt_pow_right₀ ((one_lt_div h₁).mpr h₂) hmn) (Real.exp_pos _)
```

For the disorder, take $0\le s<s'$. Then $s'^2-s^2>0$ and $k_2^2-k_1^2>0$, so their product is positive and

$$-2s'^2(k_2^2-k_1^2)<-2s^2(k_2^2-k_1^2).$$

The exponential preserves this order, and the factor $(k_2/k_1)^n$ is positive. The contrast therefore falls, for every weight including $n=0$. In the proof of `contrast_lt_of_disorder_lt`, `hS` and `hD` are the two positive differences, and `nlinarith` receives their product.

```lean
/-- For any two wavenumbers `0 < k₁ < k₂`, raising the disorder from `s ≥ 0` to `s'` strictly
lowers the envelope at `k₂` relative to that at `k₁`. -/
theorem contrast_lt_of_disorder_lt (n : ℕ) {s s' k₁ k₂ : ℝ} (hs : 0 ≤ s) (h : s < s')
    (h₁ : 0 < k₁) (h₂ : k₁ < k₂) : contrast n s' k₁ k₂ < contrast n s k₁ k₂ := by
  have hk : 0 < k₂ := h₁.trans h₂
  have hD : 0 < k₂ ^ 2 - k₁ ^ 2 := by nlinarith
  have hS : 0 < s' ^ 2 - s ^ 2 := by nlinarith
  rw [contrast_eq, contrast_eq]
  -- only the Gaussian factor depends on the disorder
  exact mul_lt_mul_of_pos_left
    (Real.exp_lt_exp.mpr (by nlinarith [mul_pos hS hD])) (by positivity)

end

end EXAFSWeighting
```

The comparison of disorders may start from $s=0$, a rigid bond, because it does not involve the position of a maximum. The sign condition on $s$ ensures that $s<s'$ implies $s^2<s'^2$. With $s=-s'$ the two contrasts would be equal.

The ordering $k_1<k_2$ gives both theorems their direction: at $k_1=k_2$ every contrast equals 1 and nothing can change strictly. The condition $k_1>0$ keeps the reference value away from zero, since for $n\ge1$ the envelope vanishes at $k=0$ and a ratio to it has no physical meaning.

```lean
#print axioms EXAFSWeighting.envelope_sq
#print axioms EXAFSWeighting.envelope_unique_max
#print axioms EXAFSWeighting.contrast_lt_of_weight_lt
#print axioms EXAFSWeighting.contrast_lt_of_disorder_lt
```

```
'EXAFSWeighting.envelope_sq' depends on axioms: [propext, Classical.choice, Quot.sound]
'EXAFSWeighting.envelope_unique_max' depends on axioms: [propext, Classical.choice, Quot.sound]
'EXAFSWeighting.contrast_lt_of_weight_lt' depends on axioms: [propext, Classical.choice, Quot.sound]
'EXAFSWeighting.contrast_lt_of_disorder_lt' depends on axioms: [propext, Classical.choice, Quot.sound]
```
